# Sufficiently strong exchange overdamps zero-field two-sublattice antiferromagnetic resonance at any positive Gilbert damping

In an easy-axis antiferromagnet with two equivalent sublattices and no applied field, let $E\ge 0$ be the exchange field, $A>0$ the anisotropy field and $a>0$ the Gilbert damping parameter, with fields expressed as angular frequencies. Every complex resonance frequency $w$, that is, every root of

$$
\det\begin{pmatrix}E+A-iaw-w & E\\ E & E+A-iaw+w\end{pmatrix}=0
$$

satisfies $\operatorname{Im}w<0$, and

$$
\operatorname{Re}w\neq0\iff a^2E^2<A(2E+A).
$$

Equivalently, the oscillation disappears exactly when $a^2E\ge A\left(1+\sqrt{1+a^2}\right)$. For fixed $A$ and any $a>0$, however small, a large enough $E$ meets this condition.

## Ring-down tests of a two-macrospin code

For small tilts of two uniform, equivalent sublattices without an applied field, the roots give reference values for a spin-dynamics code. A mode varies as $e^{-iwt}$, so $-\operatorname{Im}w$ is its amplitude decay rate and $\operatorname{Re}w$ its angular frequency, with the sign giving the sense of precession.

Below the threshold, a ring-down should oscillate and decay at the rate $a(E+A)/(1+a^2)$. Above it, there are two non-oscillating decays, with rates

$$
\frac{a(E+A)\pm\sqrt{a^2E^2-A(2E+A)}}{1+a^2}.
$$

Fitting a damped cosine there looks for a frequency that the model does not have. For $E=200A$ the threshold is $a=\sqrt{401}/200\approx0.100$, so a damping value raised to speed up relaxation can change the character of the motion.

## From the equations of motion to the threshold

Let $\mathbf n_1$ and $\mathbf n_2$ be the unit magnetisations, with equilibrium directions $-\hat z$ and $+\hat z$. Take the convention $\dot{\mathbf n}=-\mathbf n\times\mathbf H+a\,\mathbf n\times\dot{\mathbf n}$, where the field $\mathbf H$ on each sublattice consists of $-E$ times the other magnetisation and $A$ times its own $z$ component along $\hat z$. Write the small transverse parts as $m=m_x+im_y$. Since $\hat z\times$ acts as multiplication by $i$, the first-order equations are

$$
\begin{aligned}
\dot m_1&=-i\left[(E+A)m_1+Em_2+a\dot m_1\right],\\
\dot m_2&=i\left[(E+A)m_2+Em_1+a\dot m_2\right].
\end{aligned}
$$

Insert $m_1=v_0e^{-iwt}$ and $m_2=v_1e^{-iwt}$, whose derivatives are $-iw$ times the functions. Cancelling the exponential and the factors $\mp i$ gives

$$
\begin{aligned}
(E+A-iaw-w)v_0+Ev_1&=0,\\
Ev_0+(E+A-iaw+w)v_1&=0.
\end{aligned}
$$

Nonzero amplitudes exist exactly when the determinant vanishes. Expanding it gives

$$
(E+A-iaw)^2-w^2-E^2
=A(2E+A)-2ia(E+A)w-(1+a^2)w^2=0.
$$

The quadratic formula contains the discriminant

$$
(1+a^2)A(2E+A)-a^2(E+A)^2=A(2E+A)-a^2E^2=:D,
$$

so with $s^2=D$ the roots are

$$
w=\frac{\pm s-ia(E+A)}{1+a^2}.
$$

Replacing $1+a^2$ by $1$ too early spoils this cancellation: the discriminant becomes $A(2E+A)-a^2(E+A)^2$. At $E=0$ that would predict no oscillation for $a\ge1$, whereas the actual roots have real parts $\pm A/(1+a^2)$.

To obtain the criterion without choosing a square root, write $w=x+iy$. The real and imaginary parts of the quadratic are

$$
\begin{aligned}
A(2E+A)+2a(E+A)y-(1+a^2)(x^2-y^2)&=0,\\
x\left[(1+a^2)y+a(E+A)\right]&=0.
\end{aligned}
$$

Multiplying the first by $1+a^2$ and completing the square gives

$$
D+\left[(1+a^2)y+a(E+A)\right]^2=(1+a^2)^2x^2.
$$

If $x\ne0$, the bracket vanishes and $D>0$. If $x=0$, then $D$ is minus a square, so $D\le0$. This proves the oscillation criterion.

For decay, first take $x\ne0$. Then $y=-a(E+A)/(1+a^2)<0$. If $x=0$, the real part reads

$$
A(2E+A)+2a(E+A)y+(1+a^2)y^2=0.
$$

For $y\ge0$ the left side is positive, so again $y<0$.

Finally, put $r=\sqrt{1+a^2}$. Since $r^2-1=a^2$,

$$
-a^2D=\left[a^2E-A(1+r)\right]\left[a^2E+A(r-1)\right].
$$

The second factor is positive. Hence $D\le0$ exactly when $a^2E\ge A(1+r)$.

## The Lean file

```lean
import Mathlib

open Complex Matrix

namespace AntiferromagneticResonance

noncomputable section

/-- The linearised Landau-Lifshitz-Gilbert equations for the complex transverse magnetisations `m₁`
(sublattice along `-z`) and `m₂` (sublattice along `+z`), with exchange field `E`, anisotropy field
`A` (both expressed as angular frequencies) and dimensionless Gilbert damping `a`, without an
applied field. -/
def SolvesLLG (E A a : ℝ) (m₁ m₂ : ℝ → ℂ) : Prop :=
  ∀ t : ℝ, ∃ d₁ d₂ : ℂ, HasDerivAt m₁ d₁ t ∧ HasDerivAt m₂ d₂ t ∧
    d₁ = -I * ((E + A) * m₁ t + E * m₂ t + a * d₁) ∧
    d₂ = I * ((E + A) * m₂ t + E * m₁ t + a * d₂)

/-- Precession with complex amplitude `u` and complex frequency `w`: `u exp(-i w t)`. -/
def precess (u w : ℂ) (t : ℝ) : ℂ := u * Complex.exp (-(I * w) * t)

/-- The resonance matrix of the two coupled sublattices at complex frequency `w`. -/
def resonanceMatrix (E A a : ℝ) (w : ℂ) : Matrix (Fin 2) (Fin 2) ℂ :=
  !![(E : ℂ) + A - I * a * w - w, (E : ℂ); (E : ℂ), (E : ℂ) + A - I * a * w + w]

/-- The time derivative of a precessing amplitude is `-i w` times the amplitude. -/
theorem hasDerivAt_precess (u w : ℂ) (t : ℝ) :
    HasDerivAt (precess u w) (-(I * w) * precess u w t) t := by
  have h1 : HasDerivAt (fun s : ℝ => (s : ℂ)) 1 t := by
    simpa using (hasDerivAt_id t).ofReal_comp
  have h2 := ((h1.const_mul (-(I * w))).cexp).const_mul u
  refine HasDerivAt.congr_deriv h2 ?_
  unfold precess
  ring

/-- Two sublattices precessing at a common frequency `w` solve the linearised equations of
motion exactly when the resonance matrix annihilates their amplitudes. -/
theorem solvesLLG_precess_iff (E A a : ℝ) (w : ℂ) (v : Fin 2 → ℂ) :
    SolvesLLG E A a (precess (v 0) w) (precess (v 1) w) ↔
      resonanceMatrix E A a w *ᵥ v = 0 := by
  constructor
  · intro h
    -- at time zero the precessing functions equal their amplitudes
    obtain ⟨d₁, d₂, h1, h2, e1, e2⟩ := h 0
    have p0 : ∀ u : ℂ, precess u w 0 = u := fun u => by simp [precess]
    rw [h1.unique (hasDerivAt_precess _ _ _), p0, p0] at e1
    rw [h2.unique (hasDerivAt_precess _ _ _), p0, p0] at e2
    ext i
    fin_cases i
    · simp [resonanceMatrix, Matrix.mulVec, dotProduct, Fin.sum_univ_two]
      linear_combination (-I) * e1 +
        (((E : ℂ) + A - I * a * w - w) * v 0 + E * v 1) * I_sq
    · simp [resonanceMatrix, Matrix.mulVec, dotProduct, Fin.sum_univ_two]
      linear_combination I * e2 +
        (E * v 0 + ((E : ℂ) + A - I * a * w + w) * v 1) * I_sq
  · intro h t
    have h0 := congrFun h 0
    have h1 := congrFun h 1
    simp [resonanceMatrix, Matrix.mulVec, dotProduct, Fin.sum_univ_two] at h0 h1
    refine ⟨_, _, hasDerivAt_precess _ _ t, hasDerivAt_precess _ _ t, ?_, ?_⟩
    · unfold precess
      linear_combination I * Complex.exp (-(I * w) * t) * h0
    · unfold precess
      linear_combination (-I) * Complex.exp (-(I * w) * t) * h1

/-- The resonance determinant vanishes at `w` exactly when the antiferromagnet has a nonzero
precessing solution with complex frequency `w`. -/
theorem det_eq_zero_iff_mode (E A a : ℝ) (w : ℂ) :
    (resonanceMatrix E A a w).det = 0 ↔
      ∃ v : Fin 2 → ℂ, v ≠ 0 ∧ SolvesLLG E A a (precess (v 0) w) (precess (v 1) w) := by
  rw [← Matrix.exists_mulVec_eq_zero_iff]
  simp only [solvesLLG_precess_iff]

/-- The resonance determinant is a quadratic polynomial in the complex frequency. -/
theorem det_resonanceMatrix (E A a : ℝ) (w : ℂ) :
    (resonanceMatrix E A a w).det = ((A * (2 * E + A) : ℝ) : ℂ)
      - ((2 * a * (E + A) : ℝ) : ℂ) * (I * w) - ((1 + a ^ 2 : ℝ) : ℂ) * w ^ 2 := by
  rw [resonanceMatrix, Matrix.det_fin_two_of]
  push_cast
  linear_combination ((a : ℂ) ^ 2 * w ^ 2) * I_sq

/-- Both resonance frequencies in closed form, where `s` is a complex square root of
`A (2E + A) - a² E²`. -/
theorem det_eq_zero_iff_roots (E A a : ℝ) (w s : ℂ)
    (hs : s ^ 2 = ((A * (2 * E + A) - a ^ 2 * E ^ 2 : ℝ) : ℂ)) :
    (resonanceMatrix E A a w).det = 0 ↔
      w = (s - I * a * (E + A)) / (1 + (a : ℂ) ^ 2) ∨
      w = (-s - I * a * (E + A)) / (1 + (a : ℂ) ^ 2) := by
  have hD : (1 + (a : ℂ) ^ 2) ≠ 0 := by
    exact_mod_cast (by positivity : (1 + a ^ 2 : ℝ) ≠ 0)
  -- the determinant factorises over its two roots
  have key : (w * (1 + (a : ℂ) ^ 2) - (s - I * a * (E + A))) *
      (w * (1 + (a : ℂ) ^ 2) - (-s - I * a * (E + A))) =
      -(1 + (a : ℂ) ^ 2) * (resonanceMatrix E A a w).det := by
    rw [det_resonanceMatrix]
    push_cast at hs ⊢
    linear_combination ((a : ℂ) ^ 2 * (E + A) ^ 2) * I_sq - hs
  rw [eq_div_iff hD, eq_div_iff hD]
  constructor
  · intro h
    rw [h, mul_zero] at key
    exact (mul_eq_zero.mp key).imp sub_eq_zero.mp sub_eq_zero.mp
  · intro h
    have h0 : -(1 + (a : ℂ) ^ 2) * (resonanceMatrix E A a w).det = 0 := by
      rw [← key]
      rcases h with h | h <;> rw [h] <;> ring
    exact (mul_eq_zero.mp h0).resolve_left (neg_ne_zero.mpr hD)

/-- Real and imaginary parts of the resonance condition. -/
theorem resonance_parts {E A a : ℝ} {w : ℂ} (h : (resonanceMatrix E A a w).det = 0) :
    A * (2 * E + A) + 2 * a * (E + A) * w.im - (1 + a ^ 2) * (w.re ^ 2 - w.im ^ 2) = 0 ∧
      w.re * ((1 + a ^ 2) * w.im + a * (E + A)) = 0 := by
  rw [det_resonanceMatrix] at h
  have hr := congrArg Complex.re h
  have hi := congrArg Complex.im h
  simp only [Complex.sub_re, Complex.sub_im, Complex.mul_re, Complex.mul_im, Complex.ofReal_re,
    Complex.ofReal_im, Complex.I_re, Complex.I_im, Complex.zero_re, Complex.zero_im,
    pow_two] at hr hi
  exact ⟨by linear_combination hr, by linear_combination (-1 / 2) * hi⟩

/-- A resonance frequency has a nonzero real part exactly when `a² E² < A (2E + A)`. -/
theorem re_ne_zero_iff {E A a : ℝ} {w : ℂ} (h : (resonanceMatrix E A a w).det = 0) :
    w.re ≠ 0 ↔ a ^ 2 * E ^ 2 < A * (2 * E + A) := by
  obtain ⟨hr, hi⟩ := resonance_parts h
  constructor
  · intro hx
    have hy := (mul_eq_zero.mp hi).resolve_left hx
    have hsq : A * (2 * E + A) - a ^ 2 * E ^ 2 = ((1 + a ^ 2) * w.re) ^ 2 := by
      linear_combination (1 + a ^ 2) * hr - ((1 + a ^ 2) * w.im + a * (E + A)) * hy
    have hpos : 0 < ((1 + a ^ 2) * w.re) ^ 2 := by positivity
    linarith
  · intro hl hx
    -- a purely imaginary root makes the discriminant minus a square
    have hsq : A * (2 * E + A) - a ^ 2 * E ^ 2 =
        -((1 + a ^ 2) * w.im + a * (E + A)) ^ 2 := by
      linear_combination (1 + a ^ 2) * hr + (1 + a ^ 2) ^ 2 * w.re * hx
    linarith [sq_nonneg ((1 + a ^ 2) * w.im + a * (E + A))]

/-- Antiferromagnetic resonance damping: for `E ≥ 0` and `A, a > 0` every resonance frequency
has negative imaginary part, and its real part is nonzero exactly when
`a² E² < A (2E + A)`. -/
theorem resonance_damping {E A a : ℝ} (hE : 0 ≤ E) (hA : 0 < A) (ha : 0 < a) (w : ℂ)
    (h : (resonanceMatrix E A a w).det = 0) :
    w.im < 0 ∧ (w.re ≠ 0 ↔ a ^ 2 * E ^ 2 < A * (2 * E + A)) := by
  refine ⟨?_, re_ne_zero_iff h⟩
  obtain ⟨hr, hi⟩ := resonance_parts h
  by_contra hn
  have hy : 0 ≤ w.im := not_lt.mp hn
  by_cases hx : w.re = 0
  · rw [hx] at hr
    have hpos : 0 < A * (2 * E + A) + 2 * a * (E + A) * w.im + (1 + a ^ 2) * w.im ^ 2 := by
      positivity
    linarith
  · have h0 := (mul_eq_zero.mp hi).resolve_left hx
    have hpos : 0 < (1 + a ^ 2) * w.im + a * (E + A) := by positivity
    linarith

/-- Exchange-enhanced overdamping: for `E ≥ 0` and `A, a > 0` a resonance frequency is purely
imaginary exactly when the exchange field satisfies `a² E ≥ A (1 + √(1 + a²))`. -/
theorem re_eq_zero_iff_exchange {E A a : ℝ} (hE : 0 ≤ E) (hA : 0 < A) (ha : 0 < a) (w : ℂ)
    (h : (resonanceMatrix E A a w).det = 0) :
    w.re = 0 ↔ A * (1 + √(1 + a ^ 2)) ≤ a ^ 2 * E := by
  have ha2 : 0 < a ^ 2 := by positivity
  have hr2 : √(1 + a ^ 2) ^ 2 = 1 + a ^ 2 := Real.sq_sqrt (by positivity)
  have hr1 : 1 < √(1 + a ^ 2) := by
    nlinarith [Real.sqrt_nonneg (1 + a ^ 2)]
  -- the criterion factorises; the second factor is positive
  have hfac : a ^ 2 * (a ^ 2 * E ^ 2 - A * (2 * E + A)) =
      (a ^ 2 * E - A * (1 + √(1 + a ^ 2))) * (a ^ 2 * E + A * (√(1 + a ^ 2) - 1)) := by
    linear_combination A ^ 2 * hr2
  have hpos : 0 < a ^ 2 * E + A * (√(1 + a ^ 2) - 1) :=
    add_pos_of_nonneg_of_pos (by positivity) (mul_pos hA (by linarith))
  constructor
  · intro hx
    have hle := not_lt.mp fun hl => (re_ne_zero_iff h).mpr hl hx
    by_contra hn
    have h1 := mul_neg_of_neg_of_pos (sub_neg.mpr (not_le.mp hn)) hpos
    have h2 := mul_nonneg ha2.le (sub_nonneg.mpr hle)
    linarith
  · intro hle
    by_contra hx
    have h1 := mul_nonneg (sub_nonneg.mpr hle) hpos.le
    have h2 := mul_neg_of_pos_of_neg ha2 (sub_neg.mpr ((re_ne_zero_iff h).mp hx))
    linarith

end

end AntiferromagneticResonance
```

```lean
#print axioms AntiferromagneticResonance.det_eq_zero_iff_mode
-- 'AntiferromagneticResonance.det_eq_zero_iff_mode' depends on axioms: [propext, Classical.choice, Quot.sound]
#print axioms AntiferromagneticResonance.det_eq_zero_iff_roots
-- 'AntiferromagneticResonance.det_eq_zero_iff_roots' depends on axioms: [propext, Classical.choice, Quot.sound]
#print axioms AntiferromagneticResonance.resonance_damping
-- 'AntiferromagneticResonance.resonance_damping' depends on axioms: [propext, Classical.choice, Quot.sound]
#print axioms AntiferromagneticResonance.re_eq_zero_iff_exchange
-- 'AntiferromagneticResonance.re_eq_zero_iff_exchange' depends on axioms: [propext, Classical.choice, Quot.sound]
```

## Physical content of the Lean statements

`SolvesLLG E A a m₁ m₂` says that the two complex functions of real time are differentiable and obey the linearised equations at every time. The derivatives `d₁` and `d₂` appear on both sides because Gilbert damping depends on the velocity. `precess u w` is $ue^{-iwt}$, which fixes the sign convention for decay. The amplitudes `v 0` and `v 1` belong to `m₁` and `m₂`.

The main theorem, `resonance_damping`, takes an arbitrary complex `w` at which the determinant vanishes, so it applies to both roots. Its hypotheses are `0 ≤ E`, `0 < A` and `0 < a`. Positive $A$ represents an easy axis that restores the magnetisation, and positive $a$ represents energy loss. Allowing $A=0$ would admit the root $w=0$, which does not decay; allowing $a=0$ would admit real roots. The oscillation criterion alone, `re_ne_zero_iff`, holds for all real parameters.

`re_eq_zero_iff_exchange` restates the criterion as an exchange threshold. Equality there is critical damping, so `w.re = 0` includes both the critical and the overdamped case.

The linearised equations are the starting definition; their derivation from the nonlinear Landau-Lifshitz-Gilbert equation is given only in the text above. The model has no applied field, spatial variation, thermal noise or damping between sublattices. The theorems concern single exponential modes in continuous time, and they give no time-step bound for a numerical integrator.

## How the lemmas establish decay and the threshold

`hasDerivAt_precess` differentiates the exponential. In `solvesLLG_precess_iff`, the forward direction evaluates the equations at time zero and uses uniqueness of the derivative to recover the two matrix rows. The reverse direction multiplies those rows by the exponential and $\pm i$. `det_eq_zero_iff_mode` then applies the criterion that a square matrix has a nonzero null vector exactly when its determinant is zero.

`det_resonanceMatrix` expands the determinant, with `linear_combination` supplying $i^2=-1$. `det_eq_zero_iff_roots` multiplies the determinant by $-(1+a^2)$ and factors the result. Its `s` is any complex number whose square is $D$, so the same formula serves both signs of $D$.

`resonance_parts` takes real and imaginary parts. `re_ne_zero_iff` uses the two cases of the completed square: `positivity` makes the square strictly positive when `w.re ≠ 0`, and `sq_nonneg` rules out $D>0$ when `w.re = 0`.

For decay, `resonance_damping` assumes `0 ≤ w.im` and splits on whether `w.re = 0`. In each case `positivity` shows that an expression required to vanish is positive, and `linarith` closes the contradiction. `re_eq_zero_iff_exchange` proves the factorisation of $-a^2D$ as `hfac` and the positivity of its second factor as `hpos`; comparing signs gives both directions of the threshold.
